# The trace of the product of two one-particle matrices A A† and B B† in terms of orbital overlaps

The columns of the complex matrices `A` and `B` hold two equally large finite sets of orbitals, written in a finite orthonormal basis, and `projector` forms the one-particle matrices P = A A† and Q = B B†. The theorem states that tr(PQ) = tr(M†M), where M = A†B is the matrix of overlaps between the two sets, so that the trace is the sum of the squared moduli of all the overlaps. The orbitals need be neither normalised nor mutually orthogonal, so P and Q need not be projectors in spite of the name; if each set is orthonormal, they are the orthogonal projectors onto the spans of the two sets. The proof expands M†M as B†(A A†B), means to move B† to the other end by the cyclic property of the trace, and then unfolds `projector` and compares the two products.

The first attempt, which Lean rejects:

```lean
import Mathlib

open Matrix
open scoped ComplexOrder

namespace TraceProjectors

noncomputable section

variable {n m : Type*} [Fintype n] [Fintype m]

/-- The one-particle matrix `A A†` built from the orbitals in the columns of `A`. -/
def projector (A : Matrix n m ℂ) : Matrix n n ℂ := A * Aᴴ

/-- The trace of `P Q` equals the trace of `M† M` for the overlap matrix `M = A† B`. -/
theorem trace_projectors (A B : Matrix n m ℂ) :
    (projector A * projector B).trace = ((Aᴴ * B)ᴴ * (Aᴴ * B)).trace := by
  have e : (Aᴴ * B)ᴴ * (Aᴴ * B) = Bᴴ * (A * Aᴴ * B) := by
    simp only [conjTranspose_mul, conjTranspose_conjTranspose, Matrix.mul_assoc]
  rw [e, Matrix.trace_mul_comm]
  simp only [projector, Matrix.mul_assoc]

end

end TraceProjectors
```

The compiler's answer:

```
Main.lean:17:72: error: unsolved goals
n : Type u_1
m : Type u_2
inst✝¹ : Fintype n
inst✝ : Fintype m
A B : Matrix n m ℂ
e : (Aᴴ * B)ᴴ * (Aᴴ * B) = Bᴴ * (A * Aᴴ * B)
⊢ (B * (Bᴴ * (A * Aᴴ))).trace = (Bᴴ * (A * (Aᴴ * B))).trace
```

Cause. The error reports a goal left open at the end of the proof: the two traces hold the same four factors in the same cyclic order, but the products start at different factors.

After `rw [e]`, both sides of the equation are traces of products. `Matrix.trace_mul_comm`, given no arguments, fits either, and `rw` settled on the left one, turning `projector A * projector B` into `projector B * projector A`. The right side, where `Bᴴ` had to move, stayed as it was. The final `simp only` unfolds `projector` and regroups brackets by `Matrix.mul_assoc`, but it cannot carry a factor round the trace, so the left side begins with `B` and the right with `Bᴴ`.

The repair names the first factor, `Matrix.trace_mul_comm Bᴴ`. Now only the right side fits, and it becomes the trace of `A * Aᴴ * B * Bᴴ`. This is the order that the untouched left side takes once `projector` is unfolded, so regrouping the brackets makes the two sides identical and `simp only` closes the goal.

Lean accepts the file once it reads:

```diff
@@ -18,5 +18,5 @@
   have e : (Aᴴ * B)ᴴ * (Aᴴ * B) = Bᴴ * (A * Aᴴ * B) := by
     simp only [conjTranspose_mul, conjTranspose_conjTranspose, Matrix.mul_assoc]
-  rw [e, Matrix.trace_mul_comm]
+  rw [e, Matrix.trace_mul_comm Bᴴ]
   simp only [projector, Matrix.mul_assoc]
 
```
